# For a nonzero step s, the Broyden update is the only matrix that sends s to y and agrees with B on all vectors orthogonal to s

I treat the Jacobian model in my self-consistency loop as a real matrix B, and I call two vectors orthogonal when the plain dot product of their coordinates vanishes. After a nonzero step s, I observe that the residual has changed by y, and I correct the model by

B₊ = B + (y − Bs)sᵀ/(sᵀs).

I am told that this correction leaves no freedom: B₊ reproduces the observed change, B₊s = y, it acts as B did on every direction orthogonal to s, and no other matrix does both. I would like to see this proved step by step, and checked by a machine. I would also like to know in what sense the correction is small, and whether the formula that updates the inverse directly really gives the inverse of B₊.

## Two conditions fix the matrix

With the dot product as the measure of orthogonality, all of this can be proved by elementary algebra. Let B have m rows and n columns, so that s has n entries and y has m. The matrix need not be square until its inverse comes in.

Everything rests on how a rank-one correction acts. For a matrix M, a number c and vectors u, p and v, the i-th entry of (M + c u pᵀ)v is

Σⱼ (Mᵢⱼ + c uᵢ pⱼ) vⱼ = Σⱼ Mᵢⱼ vⱼ + c (Σⱼ pⱼ vⱼ) uᵢ,

which means that

(M + c u pᵀ)v = Mv + c (pᵀv) u.

For the Broyden update, take M = B, c = 1/(sᵀs), u = y − Bs and p = s. With the abbreviation t = sᵀv/(sᵀs), this gives

B₊v = Bv + t (y − Bs).

For v = s we have t = 1, and so B₊s = Bs + y − Bs = y. This is the secant equation. For sᵀv = 0 we have t = 0, and so B₊v = Bv. The update therefore has both properties.

Now let A be any matrix with the same two properties. Split an arbitrary vector v as

v = t s + w, with t = sᵀv/(sᵀs) and w = v − t s.

Then sᵀw = sᵀv − t sᵀs = 0, so A acts on w as B does. It follows that

Av = t As + Aw = t y + Bw = t y + Bv − t Bs = Bv + t (y − Bs) = B₊v.

Since A and B₊ agree on every vector, they agree on the unit vectors, which pick out the columns. Hence A = B₊.

## The smallest change that fits the new data

Suppose that A is only required to satisfy As = y, with no condition on the orthogonal directions. Write ‖M‖² for the sum of the squared entries of M, and set

D = B₊ − B and E = A − B₊.

Then A − B = D + E. The entries of D are Dᵢⱼ = (y − Bs)ᵢ sⱼ/(sᵀs), and Es = y − y = 0. For each row i,

Σⱼ (Dᵢⱼ + Eᵢⱼ)² = Σⱼ Dᵢⱼ² + Σⱼ Eᵢⱼ² + 2 ((y − Bs)ᵢ/(sᵀs)) Σⱼ Eᵢⱼ sⱼ.

The last sum is the i-th entry of Es, which is zero. Summing over the rows gives a Pythagorean identity,

‖A − B‖² = ‖B₊ − B‖² + ‖A − B₊‖².

If A differs from B₊, the last term is positive. Every other matrix that fits the new data is therefore strictly farther from B than B₊ is.

## Updating the inverse without a linear solve

Let B be square with inverse H, and assume sᵀHy ≠ 0. The direct update is

H₊ = H + (s − Hy)(sᵀH)/(sᵀHy).

To test it, apply H to B₊v and use HB = 1:

H(B₊v) = v + t (Hy − s).

The old inverse thus misses v by a multiple of Hy − s. The dot product with s is

sᵀH(B₊v) = sᵀv + t sᵀHy − t sᵀs = t sᵀHy,

because t sᵀs = sᵀv. The correction in H₊ therefore adds t (s − Hy), which removes the error exactly:

H₊(B₊v) = v + t (Hy − s) + t (s − Hy) = v.

This holds for every v, so H₊B₊ = 1. For square matrices of finite size a left inverse is also a right inverse.

The condition sᵀHy ≠ 0 is needed. Take B = H = 1 in two dimensions, s = (1, 0) and y = (0, 1), so that sᵀHy = 0. Then y − Bs = (−1, 1), and B₊ has the rows (0, 0) and (1, 1). It still sends s to y, but it is singular, so there is no inverse of B₊ for any formula to produce.

In one dimension, with s ≠ 0, the update reduces to B₊ = B + (y − Bs)/s = y/s. This is the slope used by the secant method. Only the zero vector is orthogonal to s, so nothing of the old model survives.

## The Lean file

```lean
import Mathlib

open Matrix

namespace BroydenUpdate

noncomputable section

variable {m n : Type*} [Fintype n]

/-- The Broyden update `B + (y - B s) sᵀ / (sᵀ s)` of a Jacobian model `B`,
for a nonzero step `s` and an observed residual change `y`. -/
def broyden (B : Matrix m n ℝ) (s : n → ℝ) (y : m → ℝ) : Matrix m n ℝ :=
  B + (s ⬝ᵥ s)⁻¹ • vecMulVec (y - B *ᵥ s) s

/-- The update `H + (s - H y) sᵀ H / (sᵀ H y)` of an inverse Jacobian model `H`, meant for use when
`sᵀ H y ≠ 0`. -/
def broydenInverse (H : Matrix n n ℝ) (s y : n → ℝ) : Matrix n n ℝ :=
  H + (s ⬝ᵥ H *ᵥ y)⁻¹ • vecMulVec (s - H *ᵥ y) (s ᵥ* H)

/-- The squared Frobenius norm of a matrix: the sum of its squared entries. -/
def frobSq [Fintype m] (M : Matrix m n ℝ) : ℝ := ∑ i, ∑ j, M i j ^ 2

/-- A rank-one correction `c u pᵀ` changes the image of `v` by `c (pᵀ v) u`. -/
theorem rankOne_mulVec (M : Matrix m n ℝ) (c : ℝ) (u : m → ℝ) (p v : n → ℝ) :
    (M + c • vecMulVec u p) *ᵥ v = M *ᵥ v + (c * (p ⬝ᵥ v)) • u := by
  ext i
  change ∑ j, (M i j + c * (u i * p j)) * v j
    = ∑ j, M i j * v j + (c * ∑ j, p j * v j) * u i
  rw [Finset.mul_sum, Finset.sum_mul, ← Finset.sum_add_distrib]
  apply Finset.sum_congr rfl
  intro j _
  ring

/-- Two matrices that act alike on every vector are equal. -/
theorem eq_of_mulVec_eq {A C : Matrix m n ℝ} (h : ∀ v, A *ᵥ v = C *ᵥ v) : A = C := by
  classical
  ext i j
  simpa using congrFun (h (Pi.single j 1)) i

/-- Secant equation: for a nonzero step `s`, the updated model maps `s` to `y`. -/
theorem broyden_secant (B : Matrix m n ℝ) {s : n → ℝ} (y : m → ℝ) (hs : s ≠ 0) :
    broyden B s y *ᵥ s = y := by
  have hss : s ⬝ᵥ s ≠ 0 := fun h => hs (dotProduct_self_eq_zero.mp h)
  unfold broyden
  rw [rankOne_mulVec, inv_mul_cancel₀ hss, one_smul]
  abel

/-- For a nonzero step `s`, the Broyden update is the one and only matrix that maps `s`
to `y` and acts as `B` does on every vector orthogonal to `s`. -/
theorem eq_broyden_iff (A B : Matrix m n ℝ) {s : n → ℝ} (y : m → ℝ) (hs : s ≠ 0) :
    A = broyden B s y ↔
      A *ᵥ s = y ∧ ∀ v, s ⬝ᵥ v = 0 → A *ᵥ v = B *ᵥ v := by
  have hss : s ⬝ᵥ s ≠ 0 := fun h => hs (dotProduct_self_eq_zero.mp h)
  constructor
  · rintro rfl
    refine ⟨broyden_secant B y hs, fun v hv => ?_⟩
    unfold broyden
    rw [rankOne_mulVec, hv, mul_zero, zero_smul, add_zero]
  · rintro ⟨hA, hperp⟩
    apply eq_of_mulVec_eq
    intro v
    -- remove from `v` its component along `s`
    have hw : s ⬝ᵥ (v - ((s ⬝ᵥ s)⁻¹ * (s ⬝ᵥ v)) • s) = 0 := by
      rw [dotProduct_sub, dotProduct_smul, smul_eq_mul, mul_right_comm,
        inv_mul_cancel₀ hss, one_mul, sub_self]
    have h := hperp _ hw
    rw [mulVec_sub, mulVec_sub, mulVec_smul, mulVec_smul, hA] at h
    unfold broyden
    rw [rankOne_mulVec]
    linear_combination (norm := module) h

/-- For a nonzero step `s` and any matrix `A` with `A s = y`, the squared change from `B`
to `A` is the squared change from `B` to the Broyden update plus that from there to `A`. -/
theorem frobSq_pythagoras [Fintype m] (A B : Matrix m n ℝ) {s : n → ℝ} {y : m → ℝ}
    (hs : s ≠ 0) (hA : A *ᵥ s = y) :
    frobSq (A - B) = frobSq (broyden B s y - B) + frobSq (A - broyden B s y) := by
  have entry : ∀ i j, broyden B s y i j
      = B i j + (s ⬝ᵥ s)⁻¹ * ((y - B *ᵥ s) i * s j) := fun _ _ => rfl
  unfold frobSq
  rw [← Finset.sum_add_distrib]
  apply Finset.sum_congr rfl
  intro i _
  -- each row of `A - B₊` is orthogonal to `s`
  have hE : ∑ j, (A i j - broyden B s y i j) * s j = 0 := by
    simp only [sub_mul, Finset.sum_sub_distrib]
    exact sub_eq_zero.mpr (congrFun (hA.trans (broyden_secant B y hs).symm) i)
  have hsplit : ∑ j, (A - B) i j ^ 2 = ∑ j, ((broyden B s y - B) i j ^ 2
      + (A - broyden B s y) i j ^ 2
      + 2 * ((s ⬝ᵥ s)⁻¹ * (y - B *ᵥ s) i) * ((A i j - broyden B s y i j) * s j)) := by
    apply Finset.sum_congr rfl
    intro j _
    simp only [Matrix.sub_apply, entry]
    ring
  rw [hsplit, Finset.sum_add_distrib, Finset.sum_add_distrib, ← Finset.mul_sum, hE,
    mul_zero, add_zero]

/-- Least change: for a nonzero step `s`, every other matrix `A` with `A s = y` lies
strictly farther from `B` in Frobenius norm than the Broyden update does. -/
theorem broyden_least_change [Fintype m] (A B : Matrix m n ℝ) {s : n → ℝ} {y : m → ℝ}
    (hs : s ≠ 0) (hA : A *ᵥ s = y) (hne : A ≠ broyden B s y) :
    frobSq (broyden B s y - B) < frobSq (A - B) := by
  rw [frobSq_pythagoras A B hs hA]
  by_contra hcon
  have hle : frobSq (A - broyden B s y) ≤ 0 := by linarith
  apply hne
  ext i j
  -- a vanishing sum of squares forces every entry to vanish
  have h1 : (A - broyden B s y) i j ^ 2 ≤ ∑ l, (A - broyden B s y) i l ^ 2 :=
    Finset.single_le_sum (f := fun l => (A - broyden B s y) i l ^ 2)
      (fun _ _ => sq_nonneg _) (Finset.mem_univ j)
  have h2 : ∑ l, (A - broyden B s y) i l ^ 2 ≤ frobSq (A - broyden B s y) :=
    Finset.single_le_sum (f := fun k => ∑ l, (A - broyden B s y) k l ^ 2)
      (fun _ _ => Finset.sum_nonneg fun _ _ => sq_nonneg _) (Finset.mem_univ i)
  have h3 : (A - broyden B s y) i j ^ 2 = 0 :=
    le_antisymm (h1.trans (h2.trans hle)) (sq_nonneg _)
  exact sub_eq_zero.mp ((pow_eq_zero_iff two_ne_zero).mp h3)

/-- If `H` is the inverse of `B` and `sᵀ H y ≠ 0`, then the updated `H` is the inverse
of the Broyden update of `B`. -/
theorem broydenInverse_mul_broyden [DecidableEq n] (H B : Matrix n n ℝ) (s y : n → ℝ)
    (hHB : H * B = 1) (h : s ⬝ᵥ H *ᵥ y ≠ 0) :
    broydenInverse H s y * broyden B s y = 1 := by
  have hss : s ⬝ᵥ s ≠ 0 := by
    intro h0
    apply h
    rw [dotProduct_self_eq_zero.mp h0, zero_dotProduct]
  apply eq_of_mulVec_eq
  intro v
  obtain ⟨t, ht, hv⟩ : ∃ t : ℝ, t * (s ⬝ᵥ s) = s ⬝ᵥ v ∧
      broyden B s y *ᵥ v = B *ᵥ v + t • (y - B *ᵥ s) :=
    ⟨(s ⬝ᵥ s)⁻¹ * (s ⬝ᵥ v), by rw [mul_right_comm, inv_mul_cancel₀ hss, one_mul],
      rankOne_mulVec _ _ _ _ _⟩
  -- the old inverse misses `v` by a multiple of `H y - s`
  have hw : H *ᵥ (broyden B s y *ᵥ v) = v + t • (H *ᵥ y - s) := by
    rw [hv]
    simp only [mulVec_add, mulVec_smul, mulVec_sub, mulVec_mulVec, hHB, one_mulVec]
  have hd : s ⬝ᵥ H *ᵥ (broyden B s y *ᵥ v) = t * (s ⬝ᵥ H *ᵥ y) := by
    rw [hw, dotProduct_add, dotProduct_smul, dotProduct_sub, smul_eq_mul]
    linear_combination -ht
  have hc : (s ⬝ᵥ H *ᵥ y)⁻¹ * (t * (s ⬝ᵥ H *ᵥ y)) = t := by
    rw [mul_left_comm, inv_mul_cancel₀ h, mul_one]
  -- the rank-one correction of `H` removes exactly this error
  rw [← mulVec_mulVec, one_mulVec]
  unfold broydenInverse
  rw [rankOne_mulVec, ← dotProduct_mulVec, hd, hw, hc]
  module

end

end BroydenUpdate
```

```lean
#print axioms BroydenUpdate.eq_broyden_iff
-- 'BroydenUpdate.eq_broyden_iff' depends on axioms: [propext, Classical.choice, Quot.sound]
#print axioms BroydenUpdate.broyden_least_change
-- 'BroydenUpdate.broyden_least_change' depends on axioms: [propext, Classical.choice, Quot.sound]
#print axioms BroydenUpdate.broydenInverse_mul_broyden
-- 'BroydenUpdate.broydenInverse_mul_broyden' depends on axioms: [propext, Classical.choice, Quot.sound]
```

## The theorems in words

A Jacobian model is a `Matrix m n ℝ`, where `m` labels the components of the residual and `n` those of the unknown. Steps are functions `n → ℝ` and residual changes are functions `m → ℝ`, in other words real coordinate vectors. The expression `B *ᵥ s` is the product Bs, `s ⬝ᵥ v` is the dot product sᵀv, `s ᵥ* H` is the row vector sᵀH, and `vecMulVec u p` is the outer product u pᵀ. The definitions `broyden` and `broydenInverse` are the formulas for B₊ and H₊, and `frobSq` is the squared Frobenius norm ‖M‖², without a square root.

The central theorem, `eq_broyden_iff`, says that for `s ≠ 0` a matrix `A` equals `broyden B s y` if and only if it maps `s` to `y` and acts as `B` does on every `v` with `s ⬝ᵥ v = 0`. Read from left to right, it says that the update has the two properties; read from right to left, that nothing else has them. The hypothesis `s ≠ 0` means physically that the iteration has actually moved, since without a step there is no direction along which to measure the response.

`frobSq_pythagoras` and `broyden_least_change` state the identity and the strict minimum for every `A` with `A *ᵥ s = y`. `broydenInverse_mul_broyden` takes square matrices with `H * B = 1` and `s ⬝ᵥ H *ᵥ y ≠ 0`, and concludes that the updated `H` times the updated `B` is the identity. It needs no separate assumption on `s`, because a zero step would make sᵀHy vanish.

The sign convention is that y is the new residual minus the old one, so B models the derivative of the residual itself. If your code stores the derivative of minus the residual, y changes sign as well.

In a self-consistent-field calculation, s can be the change of the input density or potential and y the change of output minus input; the theorems then describe a single update of a real matrix model in finitely many coordinates. They say nothing about whether the nonlinear iteration converges, about rounding errors, or about complex unknowns. Nor do they treat several secant equations at once: a later update generally spoils an earlier one unless the two steps are orthogonal. A weighted inner product, such as one that gives long-wavelength density changes more weight than short-wavelength ones, changes what "orthogonal" means and with it, in general, the update.

## From the algebra to the Lean proof

`rankOne_mulVec` is the formula for the action of a rank-one correction. Its proof goes to the i-th entry, brings the constant factors inside the sums, and compares the summands with `ring`. `eq_of_mulVec_eq` recovers the matrix from its action by applying both sides to the unit vector `Pi.single j 1`.

`broyden_secant` uses the first lemma with v = s. The factor (sᵀs)⁻¹(sᵀs) becomes 1, where sᵀs ≠ 0 follows from `s ≠ 0`, and `abel` completes Bs + (y − Bs) = y.

In `eq_broyden_iff`, the forward direction combines the secant equation with the case sᵀv = 0. In the backward direction, `hw` shows that v − t s is orthogonal to s, and `hperp` is applied to that vector. After expansion, and with As = y inserted, the result `h` reads Av − t y = Bv − t Bs. The closing `linear_combination` rearranges this into Av = Bv + t (y − Bs).

In `frobSq_pythagoras`, `hE` is the statement that row i of A − B₊ is orthogonal to s, and `hsplit` is the expansion of the square with its cross term. Inserting `hE` removes that term.

`broyden_least_change` argues by contradiction. If the inequality failed, ‖A − B₊‖² would be at most zero. Each squared entry is bounded by the sum over its row (`h1`), and each row sum by the total (`h2`), so every entry of A − B₊ would vanish and A would equal B₊.

For the inverse, the proof first obtains the number `t` together with t sᵀs = sᵀv and the formula for B₊v. The step `hw` computes H(B₊v), `hd` takes its dot product with s, and `hc` cancels sᵀHy. The final `module` adds the two opposite multiples of Hy − s and leaves v.
